# Repetitions of a stable periodic orbit: $\det(M^n-1)=4\sin^2(n\theta/2)$ for a $2\times2$ matrix with $\det M=1$ and $\operatorname{tr}M=2\cos\theta$

When a semiclassical level density is summed over isolated periodic orbits, every repetition of every orbit needs a weight, and that weight contains the determinant of $M^n-1$. Here $M$ is the monodromy matrix, which maps a small displacement transverse to the orbit to its value one period later, and $n$ counts the traversals. For a stable orbit with one transverse degree of freedom, no matrix power has to be computed. One reads the stability angle $\theta$ off the trace, $\operatorname{tr}M=2\cos\theta$, and then

$$\det(M^n-1)=4\sin^2\frac{n\theta}{2}.$$

In quantum mechanics this gives, together with the primitive period, the amplitude of each repetition's term in Gutzwiller's trace formula, for an isolated orbit whose neighbourhood is treated in linear approximation, as long as the sine is not zero. The trace formula itself is taken as given, and its phases, the action and the Maslov index, play no part below.

```lean
import Mathlib

open Matrix

namespace GutzwillerRepetitions

noncomputable section
```

## The determinant and the amplitude

A transverse displacement consists of a position and a momentum for each transverse degree of freedom, so $M$ is a real square matrix. Its $n$-th power describes $n$ traversals. Define

$$D_n=\det(M^n-1).$$

In Lean this is `stabilityDet M n`. The index type `ι` may be any finite set, so the same definition serves for one transverse degree of freedom and for several. The 1 is the identity matrix.

```lean
/-- The stability determinant `det (M ^ n - 1)` of the `n`-th repetition of a periodic orbit
with monodromy matrix `M`. -/
def stabilityDet {ι : Type*} [Fintype ι] [DecidableEq ι] (M : Matrix ι ι ℝ) (n : ℕ) : ℝ :=
  (M ^ n - 1).det
```

The trace formula writes the oscillating part of the level density as a sum of cosines. The prefactor of the $n$-th repetition is

$$\mathcal A_n=\frac{T}{\pi\hbar\sqrt{|D_n|}},$$

where $T$ is the primitive period, the time for one traversal. The file adopts this expression as a definition; the stationary-phase argument that leads to it is not carried out. `T` and `ħ` are plain real numbers, and nothing in the definition links `T` to the dynamics behind `M`.

```lean
/-- The Gutzwiller amplitude of the `n`-th repetition of an orbit with primitive period `T`,
for `ħ ≠ 0` and nonzero stability determinant. -/
def amplitude {ι : Type*} [Fintype ι] [DecidableEq ι]
    (T ħ : ℝ) (M : Matrix ι ι ℝ) (n : ℕ) : ℝ :=
  T / (Real.pi * ħ * Real.sqrt |stabilityDet M n|)
```

## A transverse harmonic oscillation

Let the transverse motion be harmonic with phase advance $\theta$ per period. A displacement $(q,p)$ becomes

$$q'=q\cos\theta+b\,p\sin\theta,\qquad p'=-\frac{q}{b}\sin\theta+p\cos\theta .$$

The scale $b$ converts momentum into length; for mass $m$ and angular frequency $\omega$ it is $1/(m\omega)$.

```lean
/-- The monodromy matrix of a transverse harmonic oscillation with phase advance `θ` and
length-to-momentum scale `b ≠ 0`. -/
def oscillatorMonodromy (b θ : ℝ) : Matrix (Fin 2) (Fin 2) ℝ :=
  !![Real.cos θ, b * Real.sin θ; -(b⁻¹ * Real.sin θ), Real.cos θ]
```

The determinant of this map is $\cos^2\theta+b\,b^{-1}\sin^2\theta=1$ for $b\neq0$, and its trace is $2\cos\theta$. These are the two properties on which the main result rests, so the oscillation is a concrete case of it for every angle. The proof uses the same two identities, $b\,b^{-1}=1$ and $\sin^2\theta+\cos^2\theta=1$.

```lean
/-- The monodromy matrix of a transverse harmonic oscillation has determinant one and trace
`2 cos θ`. -/
theorem oscillatorMonodromy_witness (b θ : ℝ) (hb : b ≠ 0) :
    (oscillatorMonodromy b θ).det = 1 ∧
      (oscillatorMonodromy b θ).trace = 2 * Real.cos θ := by
  unfold oscillatorMonodromy
  constructor
  · rw [Matrix.det_fin_two_of]
    have hb' : b * b⁻¹ = 1 := mul_inv_cancel₀ hb
    linear_combination Real.sin θ ^ 2 * hb' + Real.sin_sq_add_cos_sq θ
  · rw [Matrix.trace_fin_two_of]
    ring
```

## From the determinant to the trace

Number rows and columns 0 and 1, as Lean does. For a $2\times2$ matrix $A$ with $\det A=1$,

$$\det(A-1)=(A_{00}-1)(A_{11}-1)-A_{01}A_{10}=\det A-\operatorname{tr}A+1=2-\operatorname{tr}A .$$

The condition $\det A=1$ stands for the conservation of phase-space area by Hamiltonian motion. The proof writes out the four entries and leaves the remaining algebra to `linear_combination`.

```lean
/-- For a real 2 × 2 matrix `A` with determinant one, `det (A - 1)` equals two minus the trace. -/
theorem det_sub_one (A : Matrix (Fin 2) (Fin 2) ℝ) (h : A.det = 1) :
    (A - 1).det = 2 - A.trace := by
  rw [Matrix.det_fin_two] at h
  simp only [Matrix.det_fin_two, Matrix.trace_fin_two, Matrix.sub_apply, Matrix.one_apply_eq,
    Matrix.one_apply_ne (show (0 : Fin 2) ≠ 1 by decide),
    Matrix.one_apply_ne (show (1 : Fin 2) ≠ 0 by decide)]
  linear_combination h
```

Since $\det M^n=(\det M)^n=1$, this can be applied to $A=M^n$, and only $\operatorname{tr}M^n$ is still needed.

## A recurrence for the traces

Multiplying out gives $(M^2)_{00}=M_{00}^2+M_{01}M_{10}=(\operatorname{tr}M)M_{00}-\det M$ and $(M^2)_{01}=(\operatorname{tr}M)M_{01}$, and likewise for the other two entries. With $\det M=1$ this is the Cayley–Hamilton relation

$$M^2=(\operatorname{tr}M)\,M-1 .$$

Multiplying by $M^n$ and taking the trace yields

$$\operatorname{tr}M^{n+2}=\operatorname{tr}M\,\operatorname{tr}M^{n+1}-\operatorname{tr}M^n .$$

The Lean proof replaces $M^n$ by an arbitrary matrix $P$ and expands the traces in entries. The two sides then differ by $-\operatorname{tr}P\,(\det M-1)$, which vanishes by hypothesis.

```lean
/-- The traces of successive powers of a real 2 × 2 matrix with determinant one obey a two-step
recurrence. -/
theorem trace_pow_add_two (M : Matrix (Fin 2) (Fin 2) ℝ) (h : M.det = 1) (n : ℕ) :
    (M ^ (n + 2)).trace = M.trace * (M ^ (n + 1)).trace - (M ^ n).trace := by
  have h2 : M ^ (n + 2) = M ^ n * M * M := by rw [pow_succ, pow_succ]
  rw [h2, pow_succ M n]
  generalize M ^ n = P
  rw [Matrix.det_fin_two] at h
  simp only [Matrix.trace_fin_two, Matrix.mul_apply, Fin.sum_univ_two]
  linear_combination (-(P 0 0 + P 1 1)) * h
```

A two-step recurrence and two initial values determine a sequence. Suppose that $t_0=2$, $t_1=\operatorname{tr}M$ and $t_{n+2}=\operatorname{tr}M\,t_{n+1}-t_n$. The traces start with $\operatorname{tr}M^0=2$ and $\operatorname{tr}M^1=\operatorname{tr}M$, so $\operatorname{tr}M^n=t_n$ for all $n$. Each step of the induction needs the two preceding values, and for this reason the auxiliary claim `key` carries the equality for $k$ and $k+1$ together.

```lean
/-- A sequence with the initial values and the recurrence of the traces of the repetitions
coincides with these traces. -/
theorem trace_pow_eq (M : Matrix (Fin 2) (Fin 2) ℝ) (h : M.det = 1) (t : ℕ → ℝ)
    (h0 : t 0 = 2) (h1 : t 1 = M.trace)
    (hrec : ∀ n, t (n + 2) = M.trace * t (n + 1) - t n) (n : ℕ) :
    (M ^ n).trace = t n := by
  have key : ∀ k, (M ^ k).trace = t k ∧ (M ^ (k + 1)).trace = t (k + 1) := by
    intro k
    induction k with
    | zero =>
      constructor
      · rw [h0, pow_zero, Matrix.trace_one]
        norm_num
      · rw [zero_add, pow_one, h1]
    | succ k ih =>
      refine ⟨ih.2, ?_⟩
      change (M ^ (k + 2)).trace = t (k + 2)
      rw [trace_pow_add_two M h, hrec, ih.1, ih.2]
  exact (key n).1
```

## The stable orbit

Let $\operatorname{tr}M=2\cos\theta$ and try $t_k=2\cos(k\theta)$. The initial values are $t_0=2$ and $t_1=2\cos\theta$. Adding the expansions of $\cos((k+1)\theta\pm\theta)$ gives

$$\cos((k+2)\theta)+\cos(k\theta)=2\cos\theta\cos((k+1)\theta),$$

which is the recurrence after multiplication by 2. Hence $\operatorname{tr}M^n=2\cos(n\theta)$, and

$$D_n=2-2\cos(n\theta)=4\sin^2\frac{n\theta}{2}.$$

The theorem says this for every real $2\times2$ matrix with the stated determinant and trace and for every natural $n$; at $n=0$ both sides are zero. The trace fixes $\theta$ only up to sign and multiples of $2\pi$, and the result is the same for every choice. The hypotheses also admit the marginal traces $2$ and $-2$, where $M$ may be a shear, or minus a shear, and the orbit is then not stable in the strict sense.

In the proof, `ht` is the formula for the trace, with `e1` and `e2` preparing the angles for the addition theorems, and `hp` is $\det M^n=1$. The last lines carry out the half-angle step.

```lean
/-- For a stable orbit with stability angle `θ`, the `n`-th repetition has stability
determinant `4 sin² (n θ / 2)`. -/
theorem stabilityDet_elliptic (M : Matrix (Fin 2) (Fin 2) ℝ) (θ : ℝ)
    (hdet : M.det = 1) (htr : M.trace = 2 * Real.cos θ) (n : ℕ) :
    stabilityDet M n = 4 * Real.sin (n * θ / 2) ^ 2 := by
  -- the trace of the n-th repetition is 2 cos (n θ)
  have ht : (M ^ n).trace = 2 * Real.cos (n * θ) := by
    refine trace_pow_eq M hdet (fun k => 2 * Real.cos (k * θ)) (by simp) (by simp [htr]) ?_ n
    intro k
    have e1 : ((k + 2 : ℕ) : ℝ) * θ = ((k + 1 : ℕ) : ℝ) * θ + θ := by push_cast; ring
    have e2 : (k : ℝ) * θ = ((k + 1 : ℕ) : ℝ) * θ - θ := by push_cast; ring
    rw [e1, e2, Real.cos_add, Real.cos_sub, htr]
    ring
  have hp : (M ^ n).det = 1 := by rw [Matrix.det_pow, hdet, one_pow]
  unfold stabilityDet
  rw [det_sub_one _ hp, ht, show (n : ℝ) * θ = 2 * (n * θ / 2) by ring, Real.cos_two_mul,
    show 2 * ((n : ℝ) * θ / 2) / 2 = n * θ / 2 by ring]
  linear_combination (-4) * Real.sin_sq_add_cos_sq (n * θ / 2)
```

A different model would take $M$ to be a rotation by $\theta$, so that $M^n$ is immediately a rotation by $n\theta$. An actual monodromy matrix would then first have to be brought to that form by a change of basis, and the marginal shears would be lost. With the hypotheses placed on determinant and trace, which no change of basis alters, the theorem applies to the transverse $2\times2$ matrix in any basis. If a trajectory calculation delivers the stability matrix of the full phase space, this matrix has to be reduced to its transverse part first, by removing the direction along the orbit and the one that changes the energy.

## The unstable orbit

For $\operatorname{tr}M=2\cosh u$ the sequence $t_k=2\cosh(ku)$ has the required initial values and satisfies the recurrence, because

$$\cosh((k+2)u)+\cosh(ku)=2\cosh u\cosh((k+1)u).$$

Therefore

$$D_n=2-2\cosh(nu)=-4\sinh^2\frac{nu}{2}.$$

For $u\neq0$, $|u|$ is the logarithm of the stretching factor per period. For $u\neq0$ and $n\ge1$ the determinant is negative, so the absolute value in $\mathcal A_n$ matters. Unstable orbits with trace below $-2$, whose displacements along the stretching and the contracting direction change sign at each traversal, are not covered by this theorem. The proof follows the stable case line by line, with hyperbolic functions.

```lean
/-- For an unstable orbit with monodromy trace `2 cosh u`, the `n`-th repetition has stability
determinant `-4 sinh² (n u / 2)`. -/
theorem stabilityDet_hyperbolic (M : Matrix (Fin 2) (Fin 2) ℝ) (u : ℝ)
    (hdet : M.det = 1) (htr : M.trace = 2 * Real.cosh u) (n : ℕ) :
    stabilityDet M n = -4 * Real.sinh (n * u / 2) ^ 2 := by
  -- the trace of the n-th repetition is 2 cosh (n u)
  have ht : (M ^ n).trace = 2 * Real.cosh (n * u) := by
    refine trace_pow_eq M hdet (fun k => 2 * Real.cosh (k * u)) (by simp) (by simp [htr]) ?_ n
    intro k
    have e1 : ((k + 2 : ℕ) : ℝ) * u = ((k + 1 : ℕ) : ℝ) * u + u := by push_cast; ring
    have e2 : (k : ℝ) * u = ((k + 1 : ℕ) : ℝ) * u - u := by push_cast; ring
    rw [e1, e2, Real.cosh_add, Real.cosh_sub, htr]
    ring
  have hp : (M ^ n).det = 1 := by rw [Matrix.det_pow, hdet, one_pow]
  unfold stabilityDet
  rw [det_sub_one _ hp, ht, show (n : ℝ) * u = 2 * (n * u / 2) by ring, Real.cosh_two_mul,
    show 2 * ((n : ℝ) * u / 2) / 2 = n * u / 2 by ring]
  linear_combination (-2) * Real.cosh_sq (n * u / 2)
```

## The amplitude away from resonance

For the stable orbit $\sqrt{|D_n|}=2\,|\sin(n\theta/2)|$, and so

$$\mathcal A_n=\frac{T}{2\pi\hbar\,|\sin(n\theta/2)|}.$$

Lean states this as a product, $\mathcal A_n\cdot2\pi\hbar\,|\sin(n\theta/2)|=T$, under the hypotheses $\hbar\neq0$ and $\sin(n\theta/2)\neq0$. If either condition fails, the factor $2\pi\hbar\,|\sin(n\theta/2)|$ is zero, and the left side is then 0 even when $T$ is not. The step `hroot` evaluates the square root, and the final line cancels the nonzero denominator.

```lean
/-- Away from resonance, the Gutzwiller amplitude of the `n`-th repetition of a stable orbit
times `2 π ħ |sin (n θ / 2)|` is the primitive period. -/
theorem amplitude_elliptic (M : Matrix (Fin 2) (Fin 2) ℝ) (θ T ħ : ℝ)
    (hdet : M.det = 1) (htr : M.trace = 2 * Real.cos θ) (n : ℕ)
    (hħ : ħ ≠ 0) (hs : Real.sin (n * θ / 2) ≠ 0) :
    amplitude T ħ M n * (2 * Real.pi * ħ * |Real.sin (n * θ / 2)|) = T := by
  unfold amplitude
  rw [stabilityDet_elliptic M θ hdet htr n]
  generalize Real.sin (n * θ / 2) = s at hs ⊢
  have hroot : Real.sqrt |4 * s ^ 2| = 2 * |s| := by
    rw [show 4 * s ^ 2 = (2 * s) ^ 2 by ring, abs_of_nonneg (sq_nonneg _),
      Real.sqrt_sq_eq_abs, abs_mul, abs_two]
  rw [hroot, show 2 * Real.pi * ħ * |s| = Real.pi * ħ * (2 * |s|) by ring]
  exact div_mul_cancel₀ _ (mul_ne_zero (mul_ne_zero Real.pi_ne_zero hħ)
    (mul_ne_zero two_ne_zero (abs_ne_zero.mpr hs)))
```

One possible error is to insert the total time $nT$ of the repeated orbit for $T$, which makes the amplitude too large by a factor $n$. The theorem would not reveal it: `T` is an arbitrary real number there, and the identity holds just as well with $nT$ on both sides. That `T` is the primitive period has to be ensured by whoever applies the formula.

## Resonant repetitions

A displacement $v$ returns to itself after $n$ traversals when $M^nv=v$, that is, when $(M^n-1)v=0$. A nonzero $v$ of this kind exists exactly when $D_n=0$. By the formula for the stable orbit this means $\sin(n\theta/2)=0$, or $n\theta/2=k\pi$ with an integer $k$, hence

$$n\theta=2\pi k .$$

In linear approximation the repeated orbit is then no longer isolated, and the expression for $\mathcal A_n$ diverges for $T\neq0$. In Lean, `*ᵥ` is the action of a matrix on a vector. The proof first turns the existence of $v$ into a vanishing determinant and then treats the two directions of the equivalence separately, using the known zeros of the sine.

```lean
/-- Some nonzero transverse displacement returns to itself after `n` repetitions of a stable
orbit exactly when `n θ` is an integer multiple of `2 π`. -/
theorem resonance_iff (M : Matrix (Fin 2) (Fin 2) ℝ) (θ : ℝ)
    (hdet : M.det = 1) (htr : M.trace = 2 * Real.cos θ) (n : ℕ) :
    (∃ v : Fin 2 → ℝ, v ≠ 0 ∧ (M ^ n) *ᵥ v = v) ↔ ∃ k : ℤ, n * θ = 2 * Real.pi * k := by
  -- a returning displacement is a null vector of M ^ n - 1
  have h1 : (∃ v : Fin 2 → ℝ, v ≠ 0 ∧ (M ^ n - 1) *ᵥ v = 0) ↔ (M ^ n - 1).det = 0 :=
    Matrix.exists_mulVec_eq_zero_iff
  simp only [Matrix.sub_mulVec, Matrix.one_mulVec, sub_eq_zero] at h1
  rw [h1]
  change stabilityDet M n = 0 ↔ _
  rw [stabilityDet_elliptic M θ hdet htr n]
  constructor
  · intro h
    have hs : Real.sin (n * θ / 2) = 0 := (pow_eq_zero_iff two_ne_zero).mp (by linarith)
    obtain ⟨k, hk⟩ := Real.sin_eq_zero_iff.mp hs
    exact ⟨k, by linear_combination (-2) * hk⟩
  · rintro ⟨k, hk⟩
    have hs : Real.sin (n * θ / 2) = 0 :=
      Real.sin_eq_zero_iff.mpr ⟨k, by linear_combination (-1 / 2) * hk⟩
    rw [hs]
    norm_num
```

## Several uncoupled transverse modes

Let there be $d$ transverse modes, numbered $j=0,\dots,d-1$, each with its own $2\times2$ matrix $M_j$ of determinant 1 and trace $2\cos\theta_j$. If the modes do not mix, the monodromy matrix of all transverse modes together is block diagonal. Its $n$-th power has the blocks $M_j^n$, subtracting the identity acts on each block separately, and the determinant is the product over the blocks:

$$D_n=\prod_{j=0}^{d-1}\det(M_j^n-1)=\prod_{j=0}^{d-1}4\sin^2\frac{n\theta_j}{2}.$$

For $d=0$ both sides equal 1. A single resonant mode is enough to make the whole determinant vanish for that repetition.

The block form, `Matrix.blockDiagonal M`, is assumed. For an orbit whose transverse modes are coupled in the chosen coordinates, the theorem applies only after a transformation to separate modes, where one exists; the value of $D_n$ is not changed by it. The proof moves the power and the subtraction inside the blocks, factorises the determinant, and applies `stabilityDet_elliptic` to each factor.

```lean
/-- For `d` uncoupled stable transverse modes with stability angles `θ j`, the stability
determinant of the `n`-th repetition is the product of the factors `4 sin² (n θ j / 2)`. -/
theorem stabilityDet_modes {d : ℕ} (M : Fin d → Matrix (Fin 2) (Fin 2) ℝ) (θ : Fin d → ℝ)
    (hdet : ∀ j, (M j).det = 1) (htr : ∀ j, (M j).trace = 2 * Real.cos (θ j)) (n : ℕ) :
    stabilityDet (Matrix.blockDiagonal M) n = ∏ j, 4 * Real.sin (n * θ j / 2) ^ 2 := by
  -- repetition acts on each mode separately
  have h := Matrix.blockDiagonal_sub (M ^ n) (1 : Fin d → Matrix (Fin 2) (Fin 2) ℝ)
  rw [Matrix.blockDiagonal_pow, Matrix.blockDiagonal_one] at h
  unfold stabilityDet
  rw [← h, Matrix.det_blockDiagonal]
  exact Finset.prod_congr rfl fun j _ => stabilityDet_elliptic (M j) (θ j) (hdet j) (htr j) n

end

end GutzwillerRepetitions
```

```lean
#print axioms GutzwillerRepetitions.stabilityDet_hyperbolic
#print axioms GutzwillerRepetitions.amplitude_elliptic
#print axioms GutzwillerRepetitions.resonance_iff
#print axioms GutzwillerRepetitions.stabilityDet_modes
```

```
'GutzwillerRepetitions.stabilityDet_hyperbolic' depends on axioms: [propext, Classical.choice, Quot.sound]
'GutzwillerRepetitions.amplitude_elliptic' depends on axioms: [propext, Classical.choice, Quot.sound]
'GutzwillerRepetitions.resonance_iff' depends on axioms: [propext, Classical.choice, Quot.sound]
'GutzwillerRepetitions.stabilityDet_modes' depends on axioms: [propext, Classical.choice, Quot.sound]
```
